# The decaying spherical Hankel function at small q: for l ≤ n and R > 0, q^(n+1) k_l(qR) keeps a nonzero limit only if l = n

Let R > 0, and let l ≤ n be non-negative integers. As q tends to zero from above, the product q^(n+1) k_l(qR) tends to zero if l < n. If l = n, it tends to the coefficient of the most singular term of k_l, divided by R^(l+1). Here k_l is the decaying spherical Hankel function of order l, called the decaying Hankel function below and defined for x > 0 by

k_l(x) = e^(−x) Σ_{m=0}^{l} c(l,m) / x^(m+1),

c(l,m) = (l+m)! / (m! (l−m)! 2^m).

In a muffin-tin model the potential between the atomic spheres is constant. A wave with energy ħ²q²/(2M) below that constant, for a particle of mass M, obeys (∇² − q²)ψ = 0 there, and its decaying solutions are k_l(qr) times a spherical harmonic, with r the distance from the centre. The number q is an inverse decay length, and q → 0⁺ means that the energy approaches the constant potential from below. The distance R is held fixed throughout.

## The function and its coefficients

The Lean file works with real numbers and natural-number orders. The notation `𝓝[>] 0` stands for approach to zero through positive values, and `Tendsto f (𝓝[>] 0) (𝓝 a)` says that f has the limit a under that approach.

```lean
import Mathlib

open Filter
open scoped Nat Topology

namespace DecayingHankel

noncomputable section
```

The coefficient c(l,m) is `coeff l m`. Subtraction of natural numbers in Lean stops at zero, so the definition has its intended meaning for m ≤ l, and the sum below uses only those m.

```lean
/-- The coefficient `(l+m)! / (m! (l-m)! 2^m)` of the decaying Hankel function of order `l`,
meant for `m ≤ l`. -/
def coeff (l m : ℕ) : ℝ :=
  ((l + m)! : ℝ) / ((m ! : ℝ) * ((l - m)! : ℝ) * 2 ^ m)
```

The function k_l(x) is `hankelK l x`, where `Finset.range (l + 1)` runs over m = 0, …, l. This fixes the normalisation k_0(x) = e^(−x)/x, without the factor π/2 that some conventions include. The finite sum is taken as the definition; the file does not derive it from the radial wave equation.

```lean
/-- The decaying Hankel function `k_l(x)`, an exponential times a finite sum of inverse
powers, for `x ≠ 0`. -/
def hankelK (l : ℕ) (x : ℝ) : ℝ :=
  Real.exp (-x) * ∑ m ∈ Finset.range (l + 1), coeff l m / x ^ (m + 1)
```

## (a) The coefficient of the most singular term

The term with m = l carries the highest inverse power of x. Show that its coefficient is

c(l,l) = (2l)! / (2^l l!).

Put m = l in the definition. The numerator becomes (l+l)! = (2l)!. In the denominator (l−l)! = 0! = 1, which leaves l! 2^l. The Lean proof makes the same substitutions by rewriting.

```lean
/-- The coefficient of the most singular term, `m = l`, is `(2l)! / (2^l l!)`. -/
theorem coeff_self (l : ℕ) :
    coeff l l = ((2 * l)! : ℝ) / (2 ^ l * (l ! : ℝ)) := by
  unfold coeff
  rw [Nat.sub_self, Nat.factorial_zero, Nat.cast_one, mul_one, ← two_mul,
    mul_comm (l ! : ℝ)]
```

## (b) Removing the inverse powers

Show that for x ≠ 0

x^(l+1) k_l(x) = e^(−x) Σ_{m=0}^{l} c(l,m) x^(l−m).

Take the factor x^(l+1) inside the sum. Since m ≤ l, it splits as

x^(l+1) = x^(l−m) x^(m+1),

and the second factor cancels the denominator x^(m+1) of the term m. What remains of that term is c(l,m) x^(l−m), with a non-negative exponent.

In Lean, `Finset.mul_sum` moves the factor inside and `Finset.sum_congr` reduces the claim to a single term. The splitting of the power is the statement `h`, and the last line performs the cancellation, which needs x^(m+1) ≠ 0. This is where the hypothesis `hx` enters.

```lean
/-- For `x ≠ 0`, multiplying `k_l(x)` by `x^(l+1)` removes every inverse power and leaves
an exponential times a polynomial. -/
theorem pow_mul_hankelK (l : ℕ) {x : ℝ} (hx : x ≠ 0) :
    x ^ (l + 1) * hankelK l x =
      Real.exp (-x) * ∑ m ∈ Finset.range (l + 1), coeff l m * x ^ (l - m) := by
  unfold hankelK
  rw [mul_left_comm, Finset.mul_sum]
  congr 1
  refine Finset.sum_congr rfl fun m hm => ?_
  have hml := Finset.mem_range.mp hm
  -- split the power into the part that cancels and the part that stays
  have h : x ^ (l + 1) = x ^ (l - m) * x ^ (m + 1) := by
    rw [← pow_add]
    congr 1
    omega
  have hp : x ^ (m + 1) ≠ 0 := pow_ne_zero _ hx
  rw [h, div_eq_mul_inv]
  linear_combination (x ^ (l - m) * coeff l m) * mul_inv_cancel₀ hp
```

## (c) The limit at small argument

Show that

lim_{x→0⁺} x^(l+1) k_l(x) = c(l,l).

By (b), for x > 0 the left-hand function equals

p(x) = e^(−x) Σ_{m=0}^{l} c(l,m) x^(l−m).

This is an exponential times a polynomial, so it is continuous on the whole real line, and its limit at zero is p(0). There the exponential is 1. Every term with m < l contains a positive power of zero and vanishes, while the term m = l is the constant c(l,l). Hence p(0) = c(l,l).

The proof has the same three steps. Continuity is `hc`, found by `fun_prop`. The value at the origin is `hv`, where `Finset.sum_eq_single l` keeps only the term m = l. Finally `Tendsto.congr'` transfers the limit from p to x^(l+1) k_l(x), because the two agree at all positive x.

```lean
/-- As `x` tends to zero from above, `x^(l+1) k_l(x)` tends to the coefficient of the most
singular term. -/
theorem tendsto_pow_mul_hankelK (l : ℕ) :
    Tendsto (fun x : ℝ => x ^ (l + 1) * hankelK l x) (𝓝[>] 0) (𝓝 (coeff l l)) := by
  have hc : Continuous (fun x : ℝ =>
      Real.exp (-x) * ∑ m ∈ Finset.range (l + 1), coeff l m * x ^ (l - m)) := by
    fun_prop
  -- at the origin only the term m = l survives
  have hv : Real.exp (-(0 : ℝ)) *
      ∑ m ∈ Finset.range (l + 1), coeff l m * (0 : ℝ) ^ (l - m) = coeff l l := by
    rw [Finset.sum_eq_single l]
    · simp
    · intro m hm hne
      have hlm : l - m ≠ 0 := by
        have := Finset.mem_range.mp hm
        omega
      rw [zero_pow hlm, mul_zero]
    · intro h
      exact absurd (Finset.self_mem_range_succ l) h
  have h0 := (hc.tendsto 0).mono_left (nhdsWithin_le_nhds (s := Set.Ioi 0))
  rw [← hv]
  refine Tendsto.congr' ?_ h0
  filter_upwards [self_mem_nhdsWithin] with x hx
  exact (pow_mul_hankelK l (Set.mem_Ioi.mp hx).ne').symm
```

## (d) The limit at a fixed distance

Now let the argument be qR with R > 0 fixed. Show that

lim_{q→0⁺} q^(l+1) k_l(qR) = (2l)! / (2^l l! R^(l+1)).

Set x = qR. As q tends to zero through positive values, so does x, and (c) gives

(qR)^(l+1) k_l(qR) → c(l,l).

Since (qR)^(l+1) = q^(l+1) R^(l+1), division by the nonzero constant R^(l+1) yields

q^(l+1) k_l(qR) → c(l,l) / R^(l+1),

and (a) supplies the value of c(l,l).

For the smallest order, l = 0, the product is q k_0(qR) = e^(−qR)/R. It tends to 1/R: a Yukawa potential turns into a Coulomb potential when the screening length goes to infinity.

In the Lean proof, `hq` says that qR approaches zero from above. It has two halves, the limit itself and the positivity of qR, and the second uses R > 0. Composition with (c) is the substitution, and `div_const` is the division by R^(l+1).

```lean
/-- At a fixed distance `R > 0`, `q^(l+1) k_l(qR)` tends to `(2l)! / (2^l l! R^(l+1))` as
`q` tends to zero from above. -/
theorem tendsto_matching_order (l : ℕ) {R : ℝ} (hR : 0 < R) :
    Tendsto (fun q : ℝ => q ^ (l + 1) * hankelK l (q * R)) (𝓝[>] 0)
      (𝓝 (((2 * l)! : ℝ) / (2 ^ l * (l ! : ℝ) * R ^ (l + 1)))) := by
  have hq : Tendsto (fun q : ℝ => q * R) (𝓝[>] 0) (𝓝[>] 0) := by
    refine tendsto_nhdsWithin_iff.mpr ⟨?_, ?_⟩
    · have hc : Continuous (fun q : ℝ => q * R) := by fun_prop
      have h := (hc.tendsto 0).mono_left (nhdsWithin_le_nhds (s := Set.Ioi 0))
      simpa only [zero_mul] using h
    · filter_upwards [self_mem_nhdsWithin] with q hq
      exact mul_pos hq hR
  have h := ((tendsto_pow_mul_hankelK l).comp hq).div_const (R ^ (l + 1))
  rw [coeff_self, div_div] at h
  refine h.congr fun q => ?_
  have hp : R ^ (l + 1) ≠ 0 := pow_ne_zero _ hR.ne'
  simp only [Function.comp_apply]
  rw [div_eq_iff hp, mul_pow]
  ring
```

The same argument gives a neighbouring result for a tail normalised to one at a sphere of radius S > 0. Divide the limit at R by the limit at S, which is positive. The factors q^(l+1) and the coefficients cancel, and

k_l(qR) / k_l(qS) → (S/R)^(l+1) as q → 0⁺.

This quotient is a corollary for the reader to take from (d); the file contains no statement of it.

## (e) Powers higher than the order

Let l ≤ n and R > 0. Show that, as q → 0⁺,

q^(n+1) k_l(qR) → (2l)! / (2^l l! R^(l+1)) if l = n,

q^(n+1) k_l(qR) → 0 if l < n.

The case l = n is (d). If l < n, write n = l + d + 1 with a natural number d ≥ 0. Then

q^(n+1) k_l(qR) = q^(d+1) · q^(l+1) k_l(qR).

The first factor tends to zero because d + 1 ≥ 1. The second has a finite limit by (d), so the product tends to zero.

This kind of limit occurs when a decaying wave of order a at one site is expanded in regular waves of order b about another site at distance R. If both kinds of wave are scaled by the powers of q that give them finite, nonzero static limits, the functions k_l(qR) with l ≤ a + b enter multiplied by q^(a+b+1). With n = a + b, only the multipole l = a + b can then survive in the static expansion coefficients between these two sites. A sum over infinitely many sites, as in a crystal, needs a separate argument, because the limit and the sum need not commute. The theorem covers the radial factor; the expansion and its angular coefficients are not treated.

The Lean statement puts both cases into one limit, with the value `if l = n then … else 0`. The proof splits `hln` into equality and strict inequality. In the strict case it obtains `d`, and `hd` is the vanishing of the surplus power.

```lean
/-- For `R > 0` and `n ≥ l`, the limit of `q^(n+1) k_l(qR)` as `q` tends to zero from above
is `(2l)! / (2^l l! R^(l+1))` if `l = n`, and zero if `l < n`. -/
theorem tendsto_pow_mul_hankelK_scaled {l n : ℕ} (hln : l ≤ n) {R : ℝ} (hR : 0 < R) :
    Tendsto (fun q : ℝ => q ^ (n + 1) * hankelK l (q * R)) (𝓝[>] 0)
      (𝓝 (if l = n then ((2 * l)! : ℝ) / (2 ^ l * (l ! : ℝ) * R ^ (l + 1)) else 0)) := by
  rcases hln.eq_or_lt with heq | hlt
  · subst heq
    rw [if_pos rfl]
    exact tendsto_matching_order l hR
  · rw [if_neg hlt.ne]
    obtain ⟨d, rfl⟩ := Nat.exists_eq_add_of_lt hlt
    -- the surplus power of q drives the product to zero
    have hd : Tendsto (fun q : ℝ => q ^ (d + 1)) (𝓝[>] 0) (𝓝 0) := by
      have h := ((continuous_pow (M := ℝ) (d + 1)).tendsto 0).mono_left
        (nhdsWithin_le_nhds (s := Set.Ioi 0))
      simpa using h
    have h := hd.mul (tendsto_matching_order l hR)
    rw [zero_mul] at h
    refine h.congr fun q => ?_
    ring
```

## (f) Powers up to the order

Let n < l and R > 0. Show that the condition l ≤ n in (e) is sharp:

q^(n+1) k_l(qR) → +∞ as q → 0⁺.

Write l = n + d + 1 with d ≥ 0. For q > 0,

q^(n+1) k_l(qR) = q^(−(d+1)) · q^(l+1) k_l(qR).

The first factor grows without bound. The second tends, by (d), to (2l)! / (2^l l! R^(l+1)), which is strictly positive. A function that diverges to +∞, times one with a positive limit, diverges to +∞.

In Lean, divergence to +∞ is the target `atTop`. The statement `hd` says that q^(d+1) approaches zero from above, so that its inverse diverges to +∞ and not merely in absolute value. The lemma `atTop_mul_pos` combines the two factors, and `positivity` checks the sign of the limit. The remaining lines verify the factorisation for q > 0.

```lean
/-- For `R > 0` and `n < l`, `q^(n+1) k_l(qR)` grows without bound as `q` tends to zero from
above. -/
theorem tendsto_atTop_of_lt {l n : ℕ} (hnl : n < l) {R : ℝ} (hR : 0 < R) :
    Tendsto (fun q : ℝ => q ^ (n + 1) * hankelK l (q * R)) (𝓝[>] 0) atTop := by
  obtain ⟨d, rfl⟩ := Nat.exists_eq_add_of_lt hnl
  have hd : Tendsto (fun q : ℝ => q ^ (d + 1)) (𝓝[>] 0) (𝓝[>] 0) := by
    refine tendsto_nhdsWithin_iff.mpr ⟨?_, ?_⟩
    · have h := ((continuous_pow (M := ℝ) (d + 1)).tendsto 0).mono_left
        (nhdsWithin_le_nhds (s := Set.Ioi 0))
      simpa using h
    · filter_upwards [self_mem_nhdsWithin] with q hq
      exact pow_pos (Set.mem_Ioi.mp hq) _
  -- a diverging inverse power times a factor with a positive limit
  have h := (tendsto_inv_nhdsGT_zero.comp hd).atTop_mul_pos (by positivity)
    (tendsto_matching_order (n + d + 1) hR)
  refine Tendsto.congr' ?_ h
  filter_upwards [self_mem_nhdsWithin] with q hq
  have hp : q ^ (d + 1) ≠ 0 := pow_ne_zero _ (Set.mem_Ioi.mp hq).ne'
  have hs : q ^ (n + d + 1 + 1) = q ^ (d + 1) * q ^ (n + 1) := by ring
  simp only [Function.comp_apply]
  rw [hs, mul_assoc, inv_mul_cancel_left₀ hp]
```

## (g) Even factorials and odd products

The constant in (d) has a simpler form. Show that

(2l)! = 2^l l! Π_{i=0}^{l−1} (2i+1),

where the product contains the first l odd numbers and equals 1 when l = 0.

Use induction on l. For l = 0 both sides are 1. For the step from l to l + 1, split off the two largest factors and insert the formula for l:

(2l+2)! = (2l+2)(2l+1) (2l)!

= 2(l+1)(2l+1) · 2^l l! Π_{i=0}^{l−1} (2i+1)

= 2^(l+1) (l+1)! Π_{i=0}^{l} (2i+1).

The last line collects 2 · 2^l = 2^(l+1) and (l+1) l! = (l+1)!, and takes 2l + 1 into the product as its factor i = l.

The Lean induction unfolds the factorials with `Nat.factorial_succ` and the product with `Finset.prod_range_succ`. It then inserts the induction hypothesis `ih` and leaves the collection of factors to `ring`.

```lean
/-- The factorial `(2l)!` is `2^l l!` times the product of the first `l` odd numbers. -/
theorem factorial_two_mul (l : ℕ) :
    ((2 * l)! : ℝ) = 2 ^ l * (l ! : ℝ) * ∏ i ∈ Finset.range l, (2 * (i : ℝ) + 1) := by
  induction l with
  | zero => simp
  | succ l ih =>
    have h : 2 * (l + 1) = 2 * l + 1 + 1 := by ring
    rw [h, Nat.factorial_succ, Nat.factorial_succ, Nat.factorial_succ,
      Finset.prod_range_succ]
    push_cast
    rw [ih]
    ring
```

## (h) The static multipole potential

Let W_l = Π_{i=0}^{l−1} (2i+1) be the odd product from (g), and let R > 0. Show that

q^(l+1) k_l(qR) / W_l → 1 / R^(l+1) as q → 0⁺.

Every factor of W_l is positive, so W_l ≠ 0 and the limit in (d) may be divided by it:

q^(l+1) k_l(qR) / W_l → (2l)! / (2^l l! W_l R^(l+1)).

By (g) the numerator is 2^l l! W_l. It cancels against the same factors in the denominator and leaves 1/R^(l+1).

The limit is the radial part of a multipole potential of order l, the decaying solution of Laplace's equation. The word "field" in the docstring below means this scalar potential, not its gradient. With the prefactor q^(l+1)/W_l, the screened radial function therefore passes into the static one with unit coefficient. The convergence is pointwise, at each fixed R > 0, and no rate or uniformity in R is stated.

In the Lean proof, `hP` and `hf` record that W_l and l! are nonzero. The limit from (d) is divided by the constant W_l, (g) is inserted, and `field_simp` carries out the cancellation.

```lean
/-- Divided by the product of the first `l` odd numbers, `q^(l+1) k_l(qR)` tends to the static
multipole field `1 / R^(l+1)` as `q` tends to zero from above, for `R > 0`. -/
theorem tendsto_static_multipole (l : ℕ) {R : ℝ} (hR : 0 < R) :
    Tendsto (fun q : ℝ => q ^ (l + 1) * hankelK l (q * R) /
      ∏ i ∈ Finset.range l, (2 * (i : ℝ) + 1)) (𝓝[>] 0) (𝓝 (1 / R ^ (l + 1))) := by
  have hP : (∏ i ∈ Finset.range l, (2 * (i : ℝ) + 1)) ≠ 0 :=
    Finset.prod_ne_zero_iff.mpr fun i _ => by positivity
  have hf : (l ! : ℝ) ≠ 0 := Nat.cast_ne_zero.mpr (Nat.factorial_ne_zero l)
  have h := (tendsto_matching_order l hR).div_const
    (∏ i ∈ Finset.range l, (2 * (i : ℝ) + 1))
  rw [factorial_two_mul] at h
  convert h using 2
  field_simp

end

end DecayingHankel
```

```lean
#print axioms DecayingHankel.tendsto_pow_mul_hankelK_scaled
-- 'DecayingHankel.tendsto_pow_mul_hankelK_scaled' depends on axioms: [propext, Classical.choice, Quot.sound]
#print axioms DecayingHankel.tendsto_atTop_of_lt
-- 'DecayingHankel.tendsto_atTop_of_lt' depends on axioms: [propext, Classical.choice, Quot.sound]
#print axioms DecayingHankel.tendsto_static_multipole
-- 'DecayingHankel.tendsto_static_multipole' depends on axioms: [propext, Classical.choice, Quot.sound]
```
